# Zeno dynamics: (P exp(A/n) P)ⁿ tends to exp(PAP) P

The short argument for the quantum Zeno effect multiplies probabilities. With ħ = 1, a normalised state ψ evolving under a Hamiltonian H for a time t/n is found again in ψ with probability about 1 − (ΔH)²(t/n)², where ΔH is its energy spread, and the n-th power of this number tends to 1. Here every successful check returns the same state. If the measurement only asks whether the system lies in a subspace of several dimensions, with projector P, the state can move inside the subspace between checks, and survival probabilities alone do not describe that motion. Neither natural guess for the limiting operator is right in general: not P, a frozen state, and not P exp(−itH) P, a single check at the end. For a bounded Hamiltonian the limit is

(P exp(−iHt/n) P)ⁿ → exp(−it PHP) P   as n → ∞.

For a finite-level system under ideal, instantaneous, equally spaced measurements, this identifies the compressed Hamiltonian PHP as the generator of the motion inside the monitored subspace. The counterexamples given under the hypotheses below are worked in prose and are not theorems of the file.

## The objects

In Lean 4 with Mathlib:

```lean
import Mathlib

open Filter Topology NormedSpace Matrix

namespace ZenoDynamics

noncomputable section

/-- The product of `n` steps, each the evolution `exp (A / n)` sandwiched between two
projections `P`. -/
def zenoProduct {𝔸 : Type*} [Ring 𝔸] [SMul ℂ 𝔸] [TopologicalSpace 𝔸] [IsTopologicalRing 𝔸]
    (P A : 𝔸) (n : ℕ) : 𝔸 :=
  (P * exp ((n : ℂ)⁻¹ • A) * P) ^ n

/-- The propagator `exp (-i t H)` of the Hamiltonian matrix `H` over the time `t`. -/
def propagator {m : Type*} [Fintype m] [DecidableEq m] (H : Matrix m m ℂ) (t : ℝ) :
    Matrix m m ℂ :=
  exp ((-(Complex.I * (t : ℂ))) • H)
```

`zenoProduct P A n` is (P exp(A/n) P)ⁿ for elements P and A of an algebra 𝔸, and `propagator H t` is U_H(t) = exp(−itH) for a square complex matrix H indexed by a finite type `m` and a real time t. The choice A = −itH links the two. Applied to a vector, the product gives the unnormalised state on the branch where every measurement answered "in the range of P". The term n = 0 is the empty product 1 and plays no part in a limit.

## Steps close to the identity

The first estimate assumes ‖x − 1‖ ≤ c and ‖y − 1‖ ≤ c for two steps x, y and a real c: for small c, each step changes a state only slightly. Writing xz = z + (x − 1)z for any z gives ‖xz‖ ≤ (1 + c)‖z‖, and likewise ‖z yʲ‖ ≤ (1 + c)ʲ‖z‖. The identity

xᵏ⁺¹ − yᵏ⁺¹ = x(xᵏ − yᵏ) + (x − y)yᵏ

then yields by induction on k

‖xᵏ − yᵏ‖ ≤ k(1 + c)ᵏ‖x − y‖,

since (1 + c)·k(1 + c)ᵏ + (1 + c)ᵏ ≤ (k + 1)(1 + c)ᵏ⁺¹.

```lean
/-- Telescoping bound: two steps within `c` of the identity have `k`-th powers that differ by
at most `k (1 + c)^k` times the difference of the steps. -/
theorem norm_pow_sub_pow_le {𝔸 : Type*} [NormedRing 𝔸] (x y : 𝔸) (c : ℝ)
    (hx : ‖x - 1‖ ≤ c) (hy : ‖y - 1‖ ≤ c) (k : ℕ) :
    ‖x ^ k - y ^ k‖ ≤ k * (1 + c) ^ k * ‖x - y‖ := by
  have hc : 0 ≤ c := (norm_nonneg _).trans hx
  have hl : ∀ z, ‖x * z‖ ≤ (1 + c) * ‖z‖ := fun z =>
    calc ‖x * z‖ = ‖z + (x - 1) * z‖ := by congr 1; noncomm_ring
      _ ≤ ‖z‖ + ‖x - 1‖ * ‖z‖ := (norm_add_le _ _).trans (add_le_add le_rfl (norm_mul_le _ _))
      _ ≤ ‖z‖ + c * ‖z‖ := by gcongr
      _ = (1 + c) * ‖z‖ := by ring
  have hr1 : ∀ z, ‖z * y‖ ≤ (1 + c) * ‖z‖ := fun z =>
    calc ‖z * y‖ = ‖z + z * (y - 1)‖ := by congr 1; noncomm_ring
      _ ≤ ‖z‖ + ‖z‖ * ‖y - 1‖ := (norm_add_le _ _).trans (add_le_add le_rfl (norm_mul_le _ _))
      _ ≤ ‖z‖ + ‖z‖ * c := by gcongr
      _ = (1 + c) * ‖z‖ := by ring
  have hr : ∀ (j : ℕ) z, ‖z * y ^ j‖ ≤ (1 + c) ^ j * ‖z‖ := by
    intro j z
    induction j with
    | zero => simp
    | succ j ih =>
      calc ‖z * y ^ (j + 1)‖ = ‖z * y ^ j * y‖ := by rw [pow_succ, mul_assoc]
        _ ≤ (1 + c) * ‖z * y ^ j‖ := hr1 _
        _ ≤ (1 + c) * ((1 + c) ^ j * ‖z‖) := by gcongr
        _ = (1 + c) ^ (j + 1) * ‖z‖ := by ring
  induction k with
  | zero => simp
  | succ k ih =>
    have h0 : 0 ≤ c * ((1 + c) ^ k * ‖x - y‖) := by positivity
    have e : x ^ (k + 1) - y ^ (k + 1) = x * (x ^ k - y ^ k) + (x - y) * y ^ k := by
      rw [pow_succ', pow_succ', mul_sub, sub_mul]; abel
    calc ‖x ^ (k + 1) - y ^ (k + 1)‖
        ≤ (1 + c) * ‖x ^ k - y ^ k‖ + (1 + c) ^ k * ‖x - y‖ := by
          rw [e]; exact (norm_add_le _ _).trans (add_le_add (hl _) (hr _ _))
      _ ≤ (1 + c) * (k * (1 + c) ^ k * ‖x - y‖) + (1 + c) ^ k * ‖x - y‖ := by gcongr
      _ ≤ ((k + 1 : ℕ) : ℝ) * (1 + c) ^ (k + 1) * ‖x - y‖ := by
          rw [pow_succ]; push_cast; nlinarith [h0]
```

`hl`, `hr1` and `hr` are the multiplication bounds, `e` is the identity, and the last `calc` is the induction step. Bounding products, not ‖x‖ itself, avoids assuming ‖1‖ = 1.

At k = n the factor (1 + c)ⁿ stays bounded as n grows only when c is at most of order 1/n. The projected step Xₙ = P exp(A/n) P fails this: Xₙ − 1 tends to P − 1, whose norm is at least 1 unless P = 1, so the factor (1 + c)ⁿ grows exponentially.

## P is idempotent

The hypothesis `hP : P * P = P` says that a repeated check changes nothing. It does not make P orthogonal, and oblique projections are admitted until the survival theorem. Idempotence gives PX = X and XP = X for X = Xₙ. Pad the step with the identity on the complement, Y = X + (1 − P). Then

YP = XP + P − P² = X,

YX = X² + X − PX = X²,

and so Yᵏ⁺¹P = Xᵏ⁺¹ for all k ≥ 0: the first line is k = 0, and Yᵏ⁺²P = Y Xᵏ⁺¹ = Xᵏ⁺² by the second.

```lean
/-- A step `X` confined to the range of an idempotent `P` may be padded by the identity on the
complement: projecting a positive power of the padded step returns the power of `X`. -/
theorem padded_pow {𝔸 : Type*} [Ring 𝔸] (P X : 𝔸) (hP : P * P = P) (hl : P * X = X)
    (hr : X * P = X) (k : ℕ) : (X + (1 - P)) ^ (k + 1) * P = X ^ (k + 1) := by
  induction k with
  | zero => simp [add_mul, sub_mul, hP, hr]
  | succ k ih =>
    have h : (X + (1 - P)) * X = X * X := by simp [add_mul, sub_mul, hl]
    rw [pow_succ' _ (k + 1), mul_assoc, ih, pow_succ' X k, ← mul_assoc, h,
      pow_succ' X (k + 1), pow_succ' X k, mul_assoc]
```

The base case uses `hP` and `hr`; the fact `h` in the induction step is YX = X² and uses `hl`. The exponent is k + 1 because the zeroth powers would give P on the left and 1 on the right.

Without idempotence the limit fails already for 1 × 1 matrices. With P = 1/2 and A = 0 the product is 4⁻ⁿ, which tends to 0, while exp(PAP) P = 1/2.

## The generator is bounded

A is an element of a complete normed algebra over ℂ, so ‖A‖ is finite and the exponential series converges. Physically the energies are bounded and the change over a short time is linear in that time, uniformly over states. From the series,

n(exp(A/n) − 1) = A + A²/(2n) + … → A.

```lean
section Banach

variable {𝔸 : Type*} [NormedRing 𝔸] [NormedAlgebra ℂ 𝔸] [CompleteSpace 𝔸]

/-- Short-time expansion: `n (exp (A / n) - 1)` tends to the generator `A`. -/
theorem short_time (A : 𝔸) :
    Tendsto (fun n : ℕ => (n : ℂ) • (exp ((n : ℂ)⁻¹ • A) - 1)) atTop (𝓝 A) := by
  have h := hasDerivAt_iff_tendsto_slope_zero.1 (hasDerivAt_exp_smul_const A (0 : ℂ))
  have hn : Tendsto (fun n : ℕ => (n : ℂ)⁻¹) atTop (𝓝[≠] 0) := by
    refine tendsto_nhdsWithin_iff.2 ⟨?_, ?_⟩
    · rw [tendsto_zero_iff_norm_tendsto_zero]
      have h1 : Tendsto (fun n : ℕ => (n : ℝ)⁻¹) atTop (𝓝 0) :=
        tendsto_inv_atTop_zero.comp tendsto_natCast_atTop_atTop
      simpa using h1
    · filter_upwards [eventually_ne_atTop 0] with n hn
      simpa using hn
  simpa [Function.comp_def] using h.comp hn
```

The proof reads this as a difference quotient. `hasDerivAt_exp_smul_const` states that s ↦ exp(sA) has derivative A at s = 0, and `hn` shows that 1/n approaches 0 through nonzero values.

This first-order behaviour is sufficient for the product limit. Suppose steps xₙ satisfy n(xₙ − 1) → D. Put yₙ = exp(D/n), so that yₙⁿ = exp D for n ≥ 1 and n(yₙ − 1) → D as well. With C = ‖D‖ + 1, both ‖xₙ − 1‖ and ‖yₙ − 1‖ are at most C/n for large n, and (1 + C/n)ⁿ ≤ exp C because 1 + u ≤ exp u. Hence

‖xₙⁿ − exp D‖ ≤ n(1 + C/n)ⁿ‖xₙ − yₙ‖ ≤ exp(C) ‖n(xₙ − 1) − n(yₙ − 1)‖ → 0.

```lean
/-- If the steps `x n` satisfy `n (x n - 1) → D`, then the products `(x n)^n` tend to
`exp D`. -/
theorem pow_tendsto_exp (x : ℕ → 𝔸) (D : 𝔸)
    (hx : Tendsto (fun n : ℕ => (n : ℂ) • (x n - 1)) atTop (𝓝 D)) :
    Tendsto (fun n : ℕ => x n ^ n) atTop (𝓝 (exp D)) := by
  let _ : NormedAlgebra ℚ 𝔸 := NormedAlgebra.restrictScalars ℚ ℂ 𝔸
  have hy := short_time D
  have hg := ((hx.sub hy).norm).const_mul (Real.exp (‖D‖ + 1))
  rw [sub_self, norm_zero, mul_zero] at hg
  rw [tendsto_iff_norm_sub_tendsto_zero]
  refine squeeze_zero' (Eventually.of_forall fun n => norm_nonneg _) ?_ hg
  filter_upwards [hx.norm.eventually_le_const (lt_add_one _),
    hy.norm.eventually_le_const (lt_add_one _), eventually_ne_atTop 0] with n h1 h2 hn
  have hpos : (0 : ℝ) < n := Nat.cast_pos.2 (Nat.pos_of_ne_zero hn)
  have hnC : (n : ℂ) ≠ 0 := Nat.cast_ne_zero.2 hn
  rw [norm_smul, Complex.norm_natCast, mul_comm, ← le_div_iff₀ hpos] at h1 h2
  -- compare with the exact step `exp (D / n)`, whose `n`-th power is `exp D`
  have hexp : exp D = exp ((n : ℂ)⁻¹ • D) ^ n := by
    rw [← NormedSpace.exp_nsmul, ← Nat.cast_smul_eq_nsmul ℂ, smul_smul, mul_inv_cancel₀ hnC,
      one_smul]
  have hgrow : (1 + (‖D‖ + 1) / n) ^ n ≤ Real.exp (‖D‖ + 1) :=
    calc (1 + (‖D‖ + 1) / n) ^ n ≤ Real.exp ((‖D‖ + 1) / n) ^ n :=
          pow_le_pow_left₀ (by positivity)
            (by linarith [Real.add_one_le_exp ((‖D‖ + 1) / n)]) n
      _ = Real.exp (‖D‖ + 1) := by
          rw [← Real.exp_nat_mul, mul_div_cancel₀ _ hpos.ne']
  rw [hexp, ← smul_sub, sub_sub_sub_cancel_right, norm_smul, Complex.norm_natCast]
  calc _ ≤ n * (1 + (‖D‖ + 1) / n) ^ n * ‖x n - exp ((n : ℂ)⁻¹ • D)‖ :=
        norm_pow_sub_pow_le _ _ _ h1 h2 n
    _ ≤ n * Real.exp (‖D‖ + 1) * ‖x n - exp ((n : ℂ)⁻¹ • D)‖ := by gcongr
    _ = _ := by ring
```

`h1` and `h2` are the two bounds C/n, `hexp` is yₙⁿ = exp D, `hgrow` is the growth bound, and `hg` says that the right-hand side tends to zero. Mere convergence xₙ → 1 would not suffice: the numbers 1 + 1/√n have diverging n-th powers.

For the padded steps Yₙ = Xₙ + (1 − P), idempotence enters once more through P = P·1·P:

n(Yₙ − 1) = n(P exp(A/n) P − P) = P n(exp(A/n) − 1) P → PAP.

So Yₙⁿ → exp(PAP), and multiplying on the right by P gives Xₙⁿ = YₙⁿP → exp(PAP) P.

```lean
/-- Zeno limit in a complex Banach algebra: for an idempotent `P`, `(P exp (A / n) P)^n` tends
to `exp (P A P) P`. -/
theorem zeno_limit_banach (P A : 𝔸) (hP : P * P = P) :
    Tendsto (zenoProduct P A) atTop (𝓝 (exp (P * A * P) * P)) := by
  -- the padded step has the compressed generator `P A P`
  have h : Tendsto (fun n : ℕ =>
      (n : ℂ) • (P * exp ((n : ℂ)⁻¹ • A) * P + (1 - P) - 1)) atTop (𝓝 (P * A * P)) := by
    refine (((short_time A).const_mul P).mul_const P).congr fun n => ?_
    rw [mul_smul_comm, smul_mul_assoc, mul_sub, sub_mul, mul_one, hP]
    congr 1
    abel
  refine ((pow_tendsto_exp _ _ h).mul_const P).congr' ?_
  filter_upwards [eventually_ne_atTop 0] with n hn
  obtain ⟨k, rfl⟩ := Nat.exists_eq_succ_of_ne_zero hn
  exact padded_pow P _ hP (by rw [← mul_assoc, ← mul_assoc, hP]) (by rw [mul_assoc, hP]) k

end Banach
```

`h` is the displayed limit, `mul_const P` is the multiplication by P, and `padded_pow` is applied after writing n = k + 1.

Unbounded Hamiltonians, such as the kinetic energy of a particle in space, do not belong to such an algebra, and the expansion fails in norm for them; the Zeno question there concerns strong limits and domains, which the file does not touch. Purely exponential decay of a state at rate γ, which requires an infinite energy spread, shows no Zeno effect: survival exp(−γt/n) per step gives exp(−γt) after n steps, for every n ≥ 1. No rate of convergence is stated.

## Finite dimension

```lean
variable {m : Type*} [Fintype m] [DecidableEq m]

/-- Zeno limit for complex square matrices of any size: for an idempotent `P`,
`(P exp (A / n) P)^n` tends to `exp (P A P) P`. -/
theorem zeno_limit (P A : Matrix m m ℂ) (hP : P * P = P) :
    Tendsto (zenoProduct P A) atTop (𝓝 (exp (P * A * P) * P)) := by
  open scoped Matrix.Norms.Operator in exact zeno_limit_banach P A hP

/-- Evolution under `H` for a time `t`, cut into `n` steps with a projection `P` around each,
tends to the propagator of the compressed Hamiltonian `P H P` times `P`. -/
theorem zeno_dynamics (P H : Matrix m m ℂ) (hP : P * P = P) (t : ℝ) :
    Tendsto (fun n : ℕ => (P * propagator H (t / n) * P) ^ n) atTop
      (𝓝 (propagator (P * H * P) t * P)) := by
  have h := zeno_limit P ((-(Complex.I * (t : ℂ))) • H) hP
  rw [Matrix.mul_smul, Matrix.smul_mul] at h
  refine h.congr fun n => ?_
  have e : (n : ℂ)⁻¹ * (-(Complex.I * (t : ℂ))) = -(Complex.I * ((t / n : ℝ) : ℂ)) := by
    push_cast; ring
  simp only [zenoProduct, propagator, smul_smul, e]
```

For matrices every A is bounded, so `hP` is the only hypothesis left. `zeno_limit` says that for any complex square P and A with P² = P, of any finite size, the product tends entry by entry to exp(PAP) P. A matrix norm is opened only inside the proof, to invoke `zeno_limit_banach`. `zeno_dynamics` sets A = −itH, moves the scalar out of PAP, and uses `e` to identify A/n with the exponent of U_H(t/n). Its conclusion is

(P U_H(t/n) P)ⁿ → U_PHP(t) P,

with the total time t held fixed, of either sign, and H not required to be Hermitian.

## H and P Hermitian, ψ in the range of P

For a normalised ψ, the first two hypotheses give the squared norm its meaning as a probability: `hH` makes the evolution unitary, and `hPh` makes the idempotent P an orthogonal projector and hence a yes/no observable. The third, `hψ`, says that ψ starts inside the subspace. Write † for the conjugate transpose and B = −it PHP. With t real,

B† = it P†H†P† = −B,

exp(B)† exp(B) = exp(−B) exp(B) = 1.

The map M ↦ ⟨Mψ, Mψ⟩ is continuous, so the squared norm of the surviving state tends to

⟨exp(B) Pψ, exp(B) Pψ⟩ = ⟨Pψ, Pψ⟩ = ⟨ψ, ψ⟩.

```lean
/-- Quantum Zeno effect: for Hermitian `H`, an orthogonal projector `P` and a state `ψ` in its
range, the squared norm left after `n` projected steps tends to the squared norm of `ψ`. -/
theorem survival_tendsto (P H : Matrix m m ℂ) (hP : P * P = P) (hPh : Pᴴ = P) (hH : Hᴴ = H)
    (t : ℝ) (ψ : m → ℂ) (hψ : P *ᵥ ψ = ψ) :
    Tendsto (fun n : ℕ => star ((P * propagator H (t / n) * P) ^ n *ᵥ ψ) ⬝ᵥ
      ((P * propagator H (t / n) * P) ^ n *ᵥ ψ)) atTop (𝓝 (star ψ ⬝ᵥ ψ)) := by
  have hv : Continuous fun M : Matrix m m ℂ => M *ᵥ ψ :=
    continuous_id.matrix_mulVec continuous_const
  have hc : Continuous fun M : Matrix m m ℂ => star (M *ᵥ ψ) ⬝ᵥ (M *ᵥ ψ) :=
    hv.star.dotProduct hv
  -- the compressed Hamiltonian is Hermitian, so its propagator is unitary
  have hB : ((-(Complex.I * (t : ℂ))) • (P * H * P))ᴴ
      = -((-(Complex.I * (t : ℂ))) • (P * H * P)) := by
    simp [conjTranspose_smul, conjTranspose_mul, hPh, hH, Matrix.mul_assoc]
  have hU : (propagator (P * H * P) t)ᴴ * propagator (P * H * P) t = 1 := by
    rw [propagator, ← Matrix.exp_conjTranspose, hB,
      ← Matrix.exp_add_of_commute _ _
        (Commute.refl ((-(Complex.I * (t : ℂ))) • (P * H * P))).neg_left,
      neg_add_cancel, exp_zero]
  have h := (hc.tendsto _).comp (zeno_dynamics P H hP t)
  rw [← mulVec_mulVec, hψ, star_mulVec, ← dotProduct_mulVec, mulVec_mulVec, hU,
    one_mulVec] at h
  exact h
```

`star v ⬝ᵥ v` is ⟨v, v⟩. The vector ψ is not normalised; for ψ ≠ 0 the probability of passing all n checks is the stated quantity divided by ⟨ψ, ψ⟩, and it tends to 1. In the proof `hc` is the continuity, `hB` is the only place where `hPh` and `hH` are used, `hU` is unitarity, and the final rewrite uses `hψ` and then `hU`.

Each hypothesis has a small failure case. For the 1 × 1 matrices P = 1 and H = −iγ with γ > 0, the squared norm is exp(−2γt)⟨ψ, ψ⟩ for every n ≥ 1. For H = σx, with rows (0, 1) and (1, 0), and the oblique P with rows (1, i) and (0, 0), one finds PHP = iP, and for ψ = (1, 0) the squared norm tends to exp(2t), above 1 for t > 0. Without Pψ = ψ the display above stops at ⟨Pψ, Pψ⟩, the weight that passes the first check.

## The smallest non-commuting case

Take two levels, indexed 0 and 1, with H = σx, P the projector on level 0 and ψ = (1, 0). Here PHP = 0, its propagator is 1, and the limit is P. `zeno_witness` verifies each hypothesis of `survival_tendsto` for these matrices, shows PH ≠ HP from the entry (0, 1), and obtains the limit from `h0` and `zeno_dynamics`. Explicitly, U_H(s) = cos(s)·1 − i sin(s) σx gives P U_H(s) P = cos(s) P, so the survival probability is cos²ⁿ(t/n), which starts from the unmonitored value cos²(t) at n = 1 and tends to 1. Freezing up to a phase is automatic in rank one, where PHP = ⟨ψ, Hψ⟩P for the normalised ψ that spans the range; in higher rank all states of the range freeze for all t exactly when PHP is a multiple of P.

```lean
/-- A two-level system with `H = σx` and `P` the projector on the first level meets all the
hypotheses with `P` and `H` not commuting, and its projected evolution tends to `P`. -/
theorem zeno_witness (t : ℝ) :
    let P : Matrix (Fin 2) (Fin 2) ℂ := !![1, 0; 0, 0]
    let H : Matrix (Fin 2) (Fin 2) ℂ := !![0, 1; 1, 0]
    P * P = P ∧ Pᴴ = P ∧ Hᴴ = H ∧ P *ᵥ ![1, 0] = ![1, 0] ∧ P * H ≠ H * P ∧
      Tendsto (fun n : ℕ => (P * propagator H (t / n) * P) ^ n) atTop (𝓝 P) := by
  intro P H
  have hP : P * P = P := by
    ext i j; fin_cases i <;> fin_cases j <;> simp [P, Matrix.mul_apply, Fin.sum_univ_succ]
  have h0 : P * H * P = 0 := by
    ext i j; fin_cases i <;> fin_cases j <;> simp [P, H, Matrix.mul_apply, Fin.sum_univ_succ]
  refine ⟨hP, ?_, ?_, ?_, ?_, ?_⟩
  · ext i j; fin_cases i <;> fin_cases j <;> simp [P, conjTranspose_apply]
  · ext i j; fin_cases i <;> fin_cases j <;> simp [H, conjTranspose_apply]
  · ext i; fin_cases i <;> simp [P, mulVec, dotProduct, Fin.sum_univ_succ]
  · intro h
    have h1 := congrFun (congrFun h 0) 1
    simp [P, H, Matrix.mul_apply, Fin.sum_univ_succ] at h1
  · have h := zeno_dynamics P H hP t
    have e : propagator (0 : Matrix (Fin 2) (Fin 2) ℂ) t = 1 := by
      rw [propagator, smul_zero, exp_zero]
    rwa [h0, e, one_mul] at h

end

end ZenoDynamics
```
```lean
#print axioms ZenoDynamics.zeno_dynamics
-- 'ZenoDynamics.zeno_dynamics' depends on axioms: [propext, Classical.choice, Quot.sound]
#print axioms ZenoDynamics.survival_tendsto
-- 'ZenoDynamics.survival_tendsto' depends on axioms: [propext, Classical.choice, Quot.sound]
```

## Non-selective measurements instead

The product follows one branch and discards the runs in which a check fails. One could instead keep all outcomes: take orthogonal projectors Pⱼ summing to 1 and let each measurement act on a density matrix ρ by ρ ↦ Σⱼ PⱼρPⱼ. This map is idempotent on the space of matrices, and the generator would be ρ ↦ −it(Hρ − ρH). The algebra would then consist of linear maps on matrices, the trace of ρ would be conserved at every n, and the limiting motion would be generated by Σⱼ PⱼHPⱼ, so that the statement would concern constant populations of all the subspaces, with survival in one as the special case of a state that starts there.
